# In a two-band model whose attraction depends only on momentum transfer, exciton energies disperse by at most the smaller bandwidth

A Bethe-Salpeter code with a wrong momentum index can produce an exciton dispersion that looks physical. Take a three-point mesh with conduction energies 1, 2, 3, a flat valence band at 0 and no attraction. The pair energies are 1, 2, 3 at every pair momentum Q. A code that clamps k+Q at the last mesh point, where it should wrap around, finds 2, 3, 3 at Q = 1, and its lowest level has risen by 1. That rise could be taken for ordinary dispersion, but the bound below rules it out.

## The narrower band sets the limit

Let G be a periodic momentum mesh with N points, that is, a finite abelian group. An electron at k+Q in a conduction band Ec and a hole at k in a valence band Ev have the Hamiltonian

H_Q(k,k') = (Ec(k+Q) − Ev(k)) δ(k,k') − w(k−k').

The band energies are real, and w(−k) = conj w(k), which makes H_Q Hermitian. Let λ_0(Q) ≥ … ≥ λ_{N−1}(Q) be its eigenvalues, and let width E = max E − min E. Then for all Q, Q' in G and every i

|λ_i(Q) − λ_i(Q')| ≤ min(width Ec, width Ev).

If either band is flat, no exciton energy depends on Q.

## Flat bands as a check on finite-Q runs

For a finite-Q Bethe-Salpeter solver in the Tamm-Dancoff approximation, restricted to one conduction band, one valence band and a kernel w(k−k') that is periodic on the mesh and the same at every Q, this gives a check that needs no reference data. Replace one band by a constant, keep the attraction, and compare the sorted spectra at several mesh momenta: they must agree up to rounding. Flattening the valence band exposes the clamping error above; flattening the conduction band hides it, because the index k+Q then has no effect. The check is one-sided, since an indexing error that merely permutes the mesh consistently can pass it.

With two dispersive bands, a change larger than the smaller width means either an error or a term that the model lacks.

## Translating the relative momentum

Write W(x) = Σ_{k,k'} conj x(k) w(k−k') x(k'). For any vector x,

⟨x, H_Q x⟩ = Σ_k (Ec(k+Q) − Ev(k)) |x(k)|² − W(x).

For s in G define (Ux)(k) = x(k+s). This preserves the norm, and W(Ux) = W(x), because k−k' is unchanged when both momenta are translated. Renaming k+s as k in the diagonal term gives

⟨Ux, H_Q' Ux⟩ = Σ_k (Ec(k−s+Q') − Ev(k−s)) |x(k)|² − W(x).

The attraction cancels in the difference:

⟨x, H_Q x⟩ − ⟨Ux, H_Q' Ux⟩ = Σ_k [Ec(k+Q) − Ec(k−s+Q') + Ev(k−s) − Ev(k)] |x(k)|².

For s = 0 the valence terms cancel and the bracket is at most c = width Ec. For s = Q'−Q we have k−s+Q' = k+Q, so the conduction terms cancel and the bracket is at most c = width Ev. In both cases

⟨x, H_Q x⟩ ≤ ⟨Ux, H_Q' Ux⟩ + c‖x‖².

To pass to eigenvalues, let a_j and b_j be orthonormal eigenvectors of H_Q and H_Q', in the order of the λ_j. Inserting the complete basis a_j and using ⟨a_j, H_Q x⟩ = λ_j(Q)⟨a_j, x⟩ gives

⟨x, H_Q x⟩ = Σ_j λ_j(Q) |⟨a_j, x⟩|²,

and likewise for H_Q' with b_j. Fix i and require ⟨b_j, Ux⟩ = 0 for j < i and ⟨a_j, x⟩ = 0 for j > i. These are N−1 linear conditions in N dimensions, so some x ≠ 0 satisfies them. Only j ≤ i contributes to the first form and only j ≥ i to the second, hence

λ_i(Q)‖x‖² ≤ ⟨x, H_Q x⟩,

⟨Ux, H_Q' Ux⟩ ≤ λ_i(Q')‖Ux‖² = λ_i(Q')‖x‖².

Combining the three inequalities and dividing by ‖x‖² gives λ_i(Q) ≤ λ_i(Q') + c. Exchanging Q and Q' gives the absolute value, and the two choices of s give the minimum.

```lean
import Mathlib

open Matrix
open scoped ComplexConjugate

namespace ExcitonDispersion

noncomputable section

variable {n : Type*} [Fintype n] [DecidableEq n]
variable {G : Type*} [AddCommGroup G] [Fintype G] [DecidableEq G]

/-- For a Hermitian matrix `A` and any vector `x`, the real part of the quadratic form `x† A x` is
the sum of the eigenvalues of `A` weighted by the squared overlaps of `x` with an orthonormal
eigenbasis. -/
theorem expectation_eq_sum_eigenvalues {A : Matrix n n ℂ} (hA : A.IsHermitian)
    (x : EuclideanSpace ℂ n) :
    (star x.ofLp ⬝ᵥ A *ᵥ x.ofLp).re =
      ∑ k, hA.eigenvalues k * ‖inner ℂ (hA.eigenvectorBasis k) x‖ ^ 2 := by
  -- A acts to the left on an eigenvector
  have key : ∀ k, inner ℂ (hA.eigenvectorBasis k) (WithLp.toLp 2 (A *ᵥ x.ofLp)) =
      (hA.eigenvalues k : ℂ) * inner ℂ (hA.eigenvectorBasis k) x := by
    intro k
    have h1 : star (hA.eigenvectorBasis k).ofLp ᵥ* A =
        (hA.eigenvalues k : ℂ) • star (hA.eigenvectorBasis k).ofLp := by
      have h := congrArg star (hA.mulVec_eigenvectorBasis k)
      rw [Matrix.star_mulVec, hA.eq] at h
      rw [h]
      ext j
      simp
    rw [EuclideanSpace.inner_eq_star_dotProduct, EuclideanSpace.inner_eq_star_dotProduct]
    change (A *ᵥ x.ofLp) ⬝ᵥ star (hA.eigenvectorBasis k).ofLp = _
    rw [dotProduct_comm (A *ᵥ x.ofLp), Matrix.dotProduct_mulVec, h1, smul_dotProduct,
      smul_eq_mul, dotProduct_comm]
  have h2 : star x.ofLp ⬝ᵥ A *ᵥ x.ofLp = inner ℂ x (WithLp.toLp 2 (A *ᵥ x.ofLp)) := by
    rw [EuclideanSpace.inner_eq_star_dotProduct]
    exact dotProduct_comm _ _
  rw [h2, ← hA.eigenvectorBasis.sum_inner_mul_inner, Complex.re_sum]
  refine Finset.sum_congr rfl fun k _ => ?_
  rw [key, ← inner_conj_symm x (hA.eigenvectorBasis k)]
  generalize inner ℂ (hA.eigenvectorBasis k) x = z
  rw [Complex.sq_norm, Complex.normSq_apply]
  simp only [Complex.mul_re, Complex.mul_im, Complex.conj_re, Complex.conj_im,
    Complex.ofReal_re, Complex.ofReal_im]
  ring

/-- Weyl's inequality for a uniform shift, with a linear isometry `U`: let `A` and `B` be Hermitian.
If for every vector `x` the quadratic form of `A` at `x` exceeds that of `B` at `U x` by at most `c`
times the squared norm of `x`, then each sorted eigenvalue of `A` exceeds the one of `B` with the
same index by at most `c`. -/
theorem weyl_comparison {A B : Matrix n n ℂ} (hA : A.IsHermitian) (hB : B.IsHermitian)
    (U : EuclideanSpace ℂ n →ₗᵢ[ℂ] EuclideanSpace ℂ n) {c : ℝ}
    (h : ∀ x : EuclideanSpace ℂ n, (star x.ofLp ⬝ᵥ A *ᵥ x.ofLp).re ≤
      (star (U x).ofLp ⬝ᵥ B *ᵥ (U x).ofLp).re + c * ‖x‖ ^ 2)
    (i : Fin (Fintype.card n)) : hA.eigenvalues₀ i ≤ hB.eigenvalues₀ i + c := by
  obtain ⟨e, eA, eB⟩ : ∃ e : Fin (Fintype.card n) ≃ n,
      (∀ j, hA.eigenvalues (e j) = hA.eigenvalues₀ j) ∧
      (∀ j, hB.eigenvalues (e j) = hB.eigenvalues₀ j) :=
    ⟨Fintype.equivOfCardEq (Fintype.card_fin _),
      fun j => by simp [Matrix.IsHermitian.eigenvalues],
      fun j => by simp [Matrix.IsHermitian.eigenvalues]⟩
  -- one orthogonality condition for each index other than i leaves a nonzero state
  let T : EuclideanSpace ℂ n →ₗ[ℂ] ({j // j ≠ i} → ℂ) := LinearMap.pi fun j =>
    if j.1 < i then (innerₛₗ ℂ (hB.eigenvectorBasis (e j.1))).comp U.toLinearMap
    else innerₛₗ ℂ (hA.eigenvectorBasis (e j.1))
  have hT : LinearMap.ker T ≠ ⊥ := by
    apply LinearMap.ker_ne_bot_of_finrank_lt
    rw [Module.finrank_fintype_fun_eq_card, finrank_euclideanSpace]
    have hc := Fintype.card_subtype_lt (p := fun j => j ≠ i) (x := i) (by simp)
    rwa [Fintype.card_fin] at hc
  obtain ⟨x, hx, hx0⟩ := Submodule.exists_mem_ne_zero_of_ne_bot hT
  rw [LinearMap.mem_ker] at hx
  have hlow : ∀ j, j < i → inner ℂ (hB.eigenvectorBasis (e j)) (U x) = 0 := by
    intro j hj
    have h0 := congrFun hx ⟨j, hj.ne⟩
    simpa [T, hj] using h0
  have hhigh : ∀ j, i < j → inner ℂ (hA.eigenvectorBasis (e j)) x = 0 := by
    intro j hj
    have h0 := congrFun hx ⟨j, hj.ne'⟩
    simpa [T, not_lt_of_ge hj.le] using h0
  have h1 : hA.eigenvalues₀ i * ‖x‖ ^ 2 ≤ (star x.ofLp ⬝ᵥ A *ᵥ x.ofLp).re := by
    rw [expectation_eq_sum_eigenvalues hA, ← hA.eigenvectorBasis.sum_sq_norm_inner_right x,
      Finset.mul_sum]
    refine Finset.sum_le_sum fun k _ => ?_
    obtain ⟨j, rfl⟩ := e.surjective k
    rw [eA]
    rcases le_or_gt j i with hj | hj
    · exact mul_le_mul_of_nonneg_right (hA.eigenvalues₀_antitone hj) (sq_nonneg _)
    · simp [hhigh j hj]
  have h2 : (star (U x).ofLp ⬝ᵥ B *ᵥ (U x).ofLp).re ≤ hB.eigenvalues₀ i * ‖x‖ ^ 2 := by
    rw [expectation_eq_sum_eigenvalues hB, ← U.norm_map x,
      ← hB.eigenvectorBasis.sum_sq_norm_inner_right (U x), Finset.mul_sum]
    refine Finset.sum_le_sum fun k _ => ?_
    obtain ⟨j, rfl⟩ := e.surjective k
    rw [eB]
    rcases lt_or_ge j i with hj | hj
    · simp [hlow j hj]
    · exact mul_le_mul_of_nonneg_right (hB.eigenvalues₀_antitone hj) (sq_nonneg _)
  have hpos : 0 < ‖x‖ ^ 2 := pow_pos (norm_pos_iff.mpr hx0) 2
  refine le_of_mul_le_mul_right ?_ hpos
  linarith [h x]

/-- The exciton Hamiltonian at pair momentum `Q`: the energy of an electron at `k + Q` and a hole
at `k`, minus an attraction that depends on the momentum transfer. -/
def excitonH (Ec Ev : G → ℝ) (w : G → ℂ) (Q : G) : Matrix G G ℂ :=
  Matrix.diagonal (fun k => ((Ec (k + Q) - Ev k : ℝ) : ℂ)) - Matrix.of fun k k' => w (k - k')

omit [Fintype G] in
/-- The exciton Hamiltonian is Hermitian when `w (-k)` is the complex conjugate of `w k`. -/
theorem excitonH_isHermitian (Ec Ev : G → ℝ) {w : G → ℂ} (hw : ∀ k, w (-k) = conj (w k))
    (Q : G) : (excitonH Ec Ev w Q).IsHermitian := by
  refine Matrix.IsHermitian.ext fun k k' => ?_
  have h := hw (k' - k)
  rw [neg_sub] at h
  by_cases e : k = k'
  · subst e
    simpa [excitonH] using h.symm
  · simp [excitonH, Matrix.diagonal_apply_ne _ e, Matrix.diagonal_apply_ne _ (Ne.symm e), h]

/-- The exciton energies at pair momentum `Q`, sorted in decreasing order. -/
def excitonEnergy (Ec Ev : G → ℝ) {w : G → ℂ} (hw : ∀ k, w (-k) = conj (w k)) (Q : G)
    (i : Fin (Fintype.card G)) : ℝ :=
  (excitonH_isHermitian Ec Ev hw Q).eigenvalues₀ i

/-- The width of a band: the supremum minus the infimum of its energies, which on a finite mesh is
the highest minus the lowest energy. -/
def bandwidth (E : G → ℝ) : ℝ := (⨆ k, E k) - ⨅ k, E k

omit [DecidableEq G] [AddCommGroup G] in
/-- Two energies of one band differ by at most the bandwidth. -/
theorem sub_le_bandwidth (E : G → ℝ) (k k' : G) : E k - E k' ≤ bandwidth E :=
  sub_le_sub (le_ciSup (Set.finite_range E).bddAbove k)
    (ciInf_le (Set.finite_range E).bddBelow k')

/-- For any vector `x`, the real part of the quadratic form of the exciton Hamiltonian is the sum of
the pair energies weighted by `‖x k‖ ^ 2`, minus the real part of the quadratic form of the
attraction. -/
theorem excitonH_expectation (Ec Ev : G → ℝ) (w : G → ℂ) (Q : G) (x : G → ℂ) :
    (star x ⬝ᵥ excitonH Ec Ev w Q *ᵥ x).re = ∑ k, (Ec (k + Q) - Ev k) * ‖x k‖ ^ 2 -
      (∑ k, ∑ k', star (x k) * w (k - k') * x k').re := by
  rw [excitonH, Matrix.sub_mulVec, dotProduct_sub, Complex.sub_re]
  congr 1
  · simp only [dotProduct, Matrix.mulVec_diagonal, Complex.re_sum]
    refine Finset.sum_congr rfl fun k _ => ?_
    rw [Complex.sq_norm, Complex.normSq_apply]
    simp only [Pi.star_apply, Complex.star_def, Complex.mul_re, Complex.mul_im,
      Complex.conj_re, Complex.conj_im, Complex.ofReal_re, Complex.ofReal_im]
    ring
  · simp only [dotProduct, Matrix.mulVec, Matrix.of_apply, Finset.mul_sum, mul_assoc,
      Pi.star_apply]

/-- If for every `k` the pair energy at `Q` with the hole at `k` exceeds the pair energy at `Q'`
with the hole at `k - s` by at most `c`, then each sorted exciton energy at `Q` exceeds the one at
`Q'` with the same index by at most `c`. -/
theorem excitonEnergy_le_of_shift (Ec Ev : G → ℝ) {w : G → ℂ}
    (hw : ∀ k, w (-k) = conj (w k)) (Q Q' s : G) {c : ℝ}
    (h : ∀ k, Ec (k + Q) - Ev k ≤ Ec (k - s + Q') - Ev (k - s) + c)
    (i : Fin (Fintype.card G)) :
    excitonEnergy Ec Ev hw Q i ≤ excitonEnergy Ec Ev hw Q' i + c := by
  let U : EuclideanSpace ℂ G →ₗᵢ[ℂ] EuclideanSpace ℂ G :=
    (LinearIsometryEquiv.piLpCongrLeft 2 ℂ ℂ (Equiv.subRight s)).toLinearIsometry
  refine weyl_comparison _ _ U (fun x => ?_) i
  have hU : (U x).ofLp = fun k => x.ofLp (k + s) := rfl
  -- the attraction does not notice the translation
  have hW : ∑ k, ∑ k', star (x.ofLp (k + s)) * w (k - k') * x.ofLp (k' + s) =
      ∑ k, ∑ k', star (x.ofLp k) * w (k - k') * x.ofLp k' := by
    refine Fintype.sum_equiv (Equiv.addRight s) _ _ fun k =>
      Fintype.sum_equiv (Equiv.addRight s) _ _ fun k' => ?_
    simp only [Equiv.coe_addRight, add_sub_add_right_eq_sub]
  have hD : ∑ k, (Ec (k + Q') - Ev k) * ‖x.ofLp (k + s)‖ ^ 2 =
      ∑ k, (Ec (k - s + Q') - Ev (k - s)) * ‖x.ofLp k‖ ^ 2 := by
    refine Fintype.sum_equiv (Equiv.addRight s) _ _ fun k => ?_
    simp only [Equiv.coe_addRight, add_sub_cancel_right]
  have hS : ∑ k, (Ec (k + Q) - Ev k) * ‖x.ofLp k‖ ^ 2 ≤
      ∑ k, (Ec (k - s + Q') - Ev (k - s)) * ‖x.ofLp k‖ ^ 2 + c * ∑ k, ‖x.ofLp k‖ ^ 2 := by
    rw [Finset.mul_sum, ← Finset.sum_add_distrib]
    refine Finset.sum_le_sum fun k _ => ?_
    rw [← add_mul]
    exact mul_le_mul_of_nonneg_right (h k) (sq_nonneg _)
  rw [hU, excitonH_expectation, excitonH_expectation, hW, hD, EuclideanSpace.norm_sq_eq]
  linarith

/-- Between any two pair momenta each sorted exciton energy changes by at most the smaller of the
conduction and valence bandwidths. -/
theorem exciton_dispersion_bound (Ec Ev : G → ℝ) {w : G → ℂ}
    (hw : ∀ k, w (-k) = conj (w k)) (Q Q' : G) (i : Fin (Fintype.card G)) :
    |excitonEnergy Ec Ev hw Q i - excitonEnergy Ec Ev hw Q' i| ≤
      min (bandwidth Ec) (bandwidth Ev) := by
  -- without translation the valence energies cancel
  have hc : ∀ P P' : G, excitonEnergy Ec Ev hw P i ≤
      excitonEnergy Ec Ev hw P' i + bandwidth Ec := fun P P' =>
    excitonEnergy_le_of_shift Ec Ev hw P P' 0 (fun k => by
      rw [sub_zero]
      linarith [sub_le_bandwidth Ec (k + P) (k + P')]) i
  -- translation by P' - P cancels the conduction energies
  have hv : ∀ P P' : G, excitonEnergy Ec Ev hw P i ≤
      excitonEnergy Ec Ev hw P' i + bandwidth Ev := fun P P' =>
    excitonEnergy_le_of_shift Ec Ev hw P P' (P' - P) (fun k => by
      have hk : k - (P' - P) + P' = k + P := by abel
      rw [hk]
      linarith [sub_le_bandwidth Ev (k - (P' - P)) k]) i
  refine le_min (abs_sub_le_iff.mpr ⟨?_, ?_⟩) (abs_sub_le_iff.mpr ⟨?_, ?_⟩)
  · linarith [hc Q Q']
  · linarith [hc Q' Q]
  · linarith [hv Q Q']
  · linarith [hv Q' Q]

/-- If the conduction band or the valence band is flat, no exciton energy depends on the pair
momentum. -/
theorem no_dispersion_of_flat_band (Ec Ev : G → ℝ) {w : G → ℂ}
    (hw : ∀ k, w (-k) = conj (w k))
    (hflat : (∀ k k', Ec k = Ec k') ∨ (∀ k k', Ev k = Ev k'))
    (Q Q' : G) (i : Fin (Fintype.card G)) :
    excitonEnergy Ec Ev hw Q i = excitonEnergy Ec Ev hw Q' i := by
  have hzero : ∀ E : G → ℝ, (∀ k k', E k = E k') → bandwidth E = 0 := by
    intro E hE
    have h0 : E = fun _ => E 0 := funext fun k => hE k 0
    rw [bandwidth, h0]
    simp only [ciSup_const, ciInf_const, sub_self]
  have hb := exciton_dispersion_bound Ec Ev hw Q Q' i
  have habs : |excitonEnergy Ec Ev hw Q i - excitonEnergy Ec Ev hw Q' i| ≤ 0 := by
    rcases hflat with hE | hE
    · exact (hb.trans (min_le_left _ _)).trans_eq (hzero Ec hE)
    · exact (hb.trans (min_le_right _ _)).trans_eq (hzero Ev hE)
  exact sub_eq_zero.mp (abs_nonpos_iff.mp habs)

/-- On a two-point mesh without attraction, let both bands have the energies `0` and `a ≥ 0`.
Their width is `a`, the Hamiltonian vanishes at `Q = 0`, and at `Q = 1` it has the eigenvalue
`a`. -/
theorem dispersion_bound_sharp (a : ℝ) (ha : 0 ≤ a) (E : ZMod 2 → ℝ)
    (hE : E = fun k => if k = 0 then 0 else a) :
    bandwidth E = a ∧ excitonH E E (fun _ => 0) 0 = 0 ∧
      excitonH E E (fun _ => 0) 1 *ᵥ Pi.single 0 1 = (a : ℂ) • Pi.single 0 1 := by
  have h10 : (1 : ZMod 2) ≠ 0 := by decide
  have hE0 : E 0 = 0 := by simp [hE]
  have hE1 : E 1 = a := by simp [hE]
  refine ⟨le_antisymm ?_ ?_, ?_, ?_⟩
  · have h1 : (⨆ k, E k) ≤ a := ciSup_le fun k => by
      rw [hE]
      dsimp only
      split_ifs <;> linarith
    have h2 : 0 ≤ ⨅ k, E k := le_ciInf fun k => by
      rw [hE]
      dsimp only
      split_ifs <;> linarith
    unfold bandwidth
    linarith
  · linarith [sub_le_bandwidth E 1 0]
  · ext k k'
    simp [excitonH]
  · ext k
    by_cases hk : k = 0
    · subst hk
      simp [excitonH, hE0, hE1]
    · simp [excitonH, hk]

end

end ExcitonDispersion
```

```lean
#print axioms ExcitonDispersion.exciton_dispersion_bound
#print axioms ExcitonDispersion.no_dispersion_of_flat_band
#print axioms ExcitonDispersion.dispersion_bound_sharp
```

```
'ExcitonDispersion.exciton_dispersion_bound' depends on axioms: [propext, Classical.choice, Quot.sound]
'ExcitonDispersion.no_dispersion_of_flat_band' depends on axioms: [propext, Classical.choice, Quot.sound]
'ExcitonDispersion.dispersion_bound_sharp' depends on axioms: [propext, Classical.choice, Quot.sound]
```

## What the Lean objects stand for

`exciton_dispersion_bound` says that for any finite abelian group `G`, real functions `Ec` and `Ev`, and complex `w` satisfying `hw`, the bound holds for every `Q`, `Q'` and `i`. The matrix is `excitonH`, and `hw` is the condition w(−k) = conj w(k). No sign is imposed on `w`, so it may also be repulsive; any mesh normalisation is part of `w`.

`excitonEnergy` is Mathlib's `eigenvalues₀`, which is sorted in decreasing order and counted from 0. The lowest exciton is therefore the last entry, whereas LAPACK's Hermitian eigensolvers list it first. All N eigenvalues are included, bound or not. The index follows a position in the sorted list, so at a level crossing it doesn't follow the character of a state. `bandwidth` is supremum minus infimum, which on a finite mesh is maximum minus minimum.

`no_dispersion_of_flat_band` gives equality of the energies when either band is constant. `dispersion_bound_sharp` takes two mesh points, no attraction and both bands with energies 0 and a ≥ 0. It shows that the width is a, that the Hamiltonian vanishes at Q = 0, and that a is an eigenvalue at Q = 1. Some sorted level thus moves from 0 to a, and the bound is attained. The two bands coincide here, so the example as it stands is not a gapped material. Raising the conduction band by a constant larger than a opens a gap and shifts all pair energies equally, so the bound is still attained.

## How the lemmas divide the work

`expectation_eq_sum_eigenvalues` is the expansion of the quadratic form in the eigenbasis, for vectors of any norm.

`weyl_comparison` turns an inequality between quadratic forms into one between eigenvalues. It is Weyl's inequality for a uniform shift c, with an isometry `U` added, and not the general version with two independent eigenvalue indices. The map `T` collects the N−1 orthogonality conditions; its kernel is nonzero by dimension, and `hlow` and `hhigh` read off the vanishing overlaps.

`excitonH_expectation` separates pair energies from attraction. In `excitonEnergy_le_of_shift`, `hW` is the invariance of W, `hD` the renaming of the diagonal sum, and `hS` the termwise estimate. The main theorem applies this lemma with shift `0` for `hc` and `P' - P` for `hv`.

## From the model to a material

The step left to the user is the kernel. In a material, the screened attraction carries Bloch overlaps that depend on k, k' and Q, and the electron-hole exchange term also varies with Q. Either can disperse an exciton even when a band is flat. The theorem also takes one band of each kind and Q on the mesh; it makes no statement about several coupled bands, or about a conduction grid offset from the valence grid.
